# Bounds on the Bell–Evans–Polanyi slope for two crossing energy curves of bounded slope

The transition state is modelled here as the crossing of two energy curves on a single reaction coordinate x, with no electronic coupling between them. The reactant curve f rises along x and the product curve g falls. A change of reaction energy is modelled by raising the whole product curve by a constant D, without changing its shape. The transition point x then solves

f(x) = g(x) + D.

Before this point the reactant curve is the lower of the two, and after it the raised product curve is, so the crossing is the highest point of the lower energy profile. Its energy is f(x). With the reactant reference energy held fixed, a change in f(x) is a change in barrier height.

For two shifts D₁ < D₂ with crossings x₁ and x₂, the result is that the crossing moves forward, x₁ < x₂, and that

a/(a + B) ≤ (f(x₂) − f(x₁))/(D₂ − D₁) ≤ A/(A + b),

where, at every x, the slope of f lies between a and A and the steepness −g′ of the product curve lies between b and B, with a and b positive.

In Lean 4 with Mathlib:

```lean
import Mathlib

open Set Filter Topology

namespace HammondBellEvansPolanyi
```

## Slopes and crossings

Both curves are differentiable functions on the whole real line, and at every x

0 < a ≤ f′(x) ≤ A and 0 < b ≤ −g′(x) ≤ B.

The four constants are energies per unit of reaction coordinate. They are lower and upper bounds on two forces: the one that pulls the system back towards the reactant well on the curve f, and the one that pulls it on towards the product well on the curve g. A real well has zero slope at its minimum, so the hypotheses describe the flanks between the wells, extended indefinitely, and not the minima themselves. In `SlopeBounds`, `deriv f x` is f′(x), and the slopes need not be continuous.

```lean
/-- A differentiable reactant curve `f` rising with slope between `a` and `A`, and a
differentiable product curve `g` falling with steepness between `b` and `B`, where `a` and `b`
are positive. -/
structure SlopeBounds (f g : ℝ → ℝ) (a A b B : ℝ) : Prop where
  f_diff : Differentiable ℝ f
  g_diff : Differentiable ℝ g
  a_pos : 0 < a
  b_pos : 0 < b
  f_lower : ∀ x, a ≤ deriv f x
  f_upper : ∀ x, deriv f x ≤ A
  g_lower : ∀ x, b ≤ -deriv g x
  g_upper : ∀ x, -deriv g x ≤ B
```

The crossing condition becomes a relation between D and x. A larger D means a less exothermic or more endothermic reaction.

```lean
/-- The reactant curve `f` meets the product curve `g`, raised by the energy `D`, at `x`. -/
def IsCrossing (f g : ℝ → ℝ) (D x : ℝ) : Prop := f x = g x + D
```

## From slopes to energy differences

For x < y the mean value theorem supplies a point c between them with

f(y) − f(x) = f′(c)(y − x).

If every slope lies between m and M, multiplication by the positive length y − x gives

m(y − x) ≤ f(y) − f(x) ≤ M(y − x).

For x = y all three terms are zero. The proof treats these two cases in turn, with `exists_deriv_eq_slope` providing c.

```lean
/-- A curve whose slope lies between `m` and `M` changes over an interval by an amount between
`m` and `M` times the length of the interval. -/
theorem secant_bounds {f : ℝ → ℝ} {m M : ℝ} (hf : Differentiable ℝ f)
    (hm : ∀ x, m ≤ deriv f x) (hM : ∀ x, deriv f x ≤ M) {x y : ℝ} (hxy : x ≤ y) :
    m * (y - x) ≤ f y - f x ∧ f y - f x ≤ M * (y - x) := by
  rcases hxy.eq_or_lt with rfl | h
  · simp
  · -- the secant slope is the slope at some intermediate point
    obtain ⟨c, _, hc⟩ := exists_deriv_eq_slope f h hf.continuous.continuousOn
      hf.differentiableOn
    have e : f y - f x = deriv f c * (y - x) := by
      rw [hc, div_mul_cancel₀ _ (sub_pos.2 h).ne']
    rw [e]
    exact ⟨mul_le_mul_of_nonneg_right (hm c) (sub_nonneg.2 h.le),
      mul_le_mul_of_nonneg_right (hM c) (sub_nonneg.2 h.le)⟩
```

The slope of g lies between −B and −b. Applying the same bounds to g and reversing signs gives its fall:

b(y − x) ≤ g(x) − g(y) ≤ B(y − x).

```lean
variable {f g : ℝ → ℝ} {a A b B : ℝ}

/-- Over an interval, the fall of the product curve lies between `b` and `B` times the length
of the interval. -/
theorem product_fall (h : SlopeBounds f g a A b B) {x y : ℝ} (hxy : x ≤ y) :
    b * (y - x) ≤ g x - g y ∧ g x - g y ≤ B * (y - x) := by
  have k := secant_bounds (m := -B) (M := -b) h.g_diff
    (fun z => by linarith [h.g_upper z]) (fun z => by linarith [h.g_lower z]) hxy
  constructor
  · linarith [k.2]
  · linarith [k.1]
```

## One crossing for each energy shift

Let G(x) = f(x) − g(x) be the gap between the unshifted curves. A crossing at shift D is a point where G(x) = D. Adding the lower bounds on the rise of f and the fall of g gives, for x ≤ y,

G(y) − G(x) ≥ (a + b)(y − x).

Take t = |D − G(0)|/(a + b). Then

G(t) ≥ G(0) + |D − G(0)| ≥ D,
G(−t) ≤ G(0) − |D − G(0)| ≤ D.

Since G is continuous, the intermediate value theorem gives a crossing in [−t, t]. Two different crossings y < x would require

0 = G(x) − G(y) ≥ (a + b)(x − y) > 0,

which is impossible. In the proof, `grow` is the inequality for the gap, and the final three-way comparison of y and x settles uniqueness.

```lean
/-- For every energy shift `D` of the product curve there is exactly one crossing point. -/
theorem existsUnique_crossing (h : SlopeBounds f g a A b B) (D : ℝ) :
    ∃! x, IsCrossing f g D x := by
  have hk : 0 < a + b := add_pos h.a_pos h.b_pos
  -- the gap between the curves grows at least at the rate a + b
  have grow : ∀ x y : ℝ, x ≤ y → (a + b) * (y - x) ≤ (f y - g y) - (f x - g x) := by
    intro x y hxy
    have h1 := (secant_bounds h.f_diff h.f_lower h.f_upper hxy).1
    have h2 := (product_fall h hxy).1
    linarith
  obtain ⟨t, ht0, ht⟩ : ∃ t : ℝ, 0 ≤ t ∧ (a + b) * t = |D - (f 0 - g 0)| :=
    ⟨|D - (f 0 - g 0)| / (a + b), by positivity, mul_div_cancel₀ _ hk.ne'⟩
  have up := grow 0 t ht0
  have lo := grow (-t) 0 (by linarith)
  have e1 := le_abs_self (D - (f 0 - g 0))
  have e2 := neg_abs_le (D - (f 0 - g 0))
  have hc : ContinuousOn (fun x => f x - g x) (Icc (-t) t) :=
    (h.f_diff.continuous.sub h.g_diff.continuous).continuousOn
  have hmem : D ∈ Icc (f (-t) - g (-t)) (f t - g t) := by
    constructor <;> linarith
  obtain ⟨x, _, hx⟩ := intermediate_value_Icc (by linarith : -t ≤ t) hc hmem
  have hx' : f x - g x = D := hx
  refine ⟨x, (by linarith : f x = g x + D), ?_⟩
  intro y hy
  have hy' : f y = g y + D := hy
  rcases lt_trichotomy y x with hlt | heq | hlt
  · have h1 := grow y x hlt.le
    have h2 := mul_pos hk (sub_pos.2 hlt)
    linarith
  · exact heq
  · have h1 := grow x y hlt.le
    have h2 := mul_pos hk (sub_pos.2 hlt)
    linarith
```

## Later crossings for more endothermic reactions

Subtracting the two crossing equations gives

D₂ − D₁ = [f(x₂) − f(x₁)] + [g(x₁) − g(x₂)].

If x₁ < x₂, both brackets are positive, so D₁ < D₂. Conversely, suppose D₁ < D₂ but x₂ ≤ x₁. Then neither bracket is positive, so D₂ − D₁ ≤ 0, a contradiction. This is the content of `hammond_order`, with `linarith` combining the crossing equations and the bounds.

Hammond's postulate speaks of the transition state resembling reactants or products in structure. The theorem concerns only the position of the crossing along one coordinate.

```lean
/-- The crossing point lies further along the reaction coordinate exactly when the product
curve is raised by more energy. -/
theorem hammond_order (h : SlopeBounds f g a A b B) {D₁ D₂ x₁ x₂ : ℝ}
    (h₁ : IsCrossing f g D₁ x₁) (h₂ : IsCrossing f g D₂ x₂) :
    x₁ < x₂ ↔ D₁ < D₂ := by
  have e₁ : f x₁ = g x₁ + D₁ := h₁
  have e₂ : f x₂ = g x₂ + D₂ := h₂
  constructor
  · intro hx
    have k1 := (secant_bounds h.f_diff h.f_lower h.f_upper hx.le).1
    have k2 := (product_fall h hx.le).1
    have p1 := mul_pos h.a_pos (sub_pos.2 hx)
    have p2 := mul_pos h.b_pos (sub_pos.2 hx)
    linarith
  · intro hD
    by_contra hn
    have hx : x₂ ≤ x₁ := not_lt.1 hn
    have k1 := (secant_bounds h.f_diff h.f_lower h.f_upper hx).1
    have k2 := (product_fall h hx).1
    have p1 := mul_nonneg h.a_pos.le (sub_nonneg.2 hx)
    have p2 := mul_nonneg h.b_pos.le (sub_nonneg.2 hx)
    linarith
```

The same identity measures the displacement. Bounding both brackets from below and from above gives

(a + b)(x₂ − x₁) ≤ D₂ − D₁ ≤ (A + B)(x₂ − x₁),

and division by the positive sums yields

(D₂ − D₁)/(A + B) ≤ x₂ − x₁ ≤ (D₂ − D₁)/(a + b).

Steep curves therefore hold the crossing nearly in place, while shallow ones let it move far.

```lean
/-- When the product curve is raised from `D₁` to `D₂`, the displacement of the crossing point
lies between `(D₂ - D₁) / (A + B)` and `(D₂ - D₁) / (a + b)`. -/
theorem hammond_shift (h : SlopeBounds f g a A b B) {D₁ D₂ x₁ x₂ : ℝ}
    (h₁ : IsCrossing f g D₁ x₁) (h₂ : IsCrossing f g D₂ x₂) (hD : D₁ < D₂) :
    (D₂ - D₁) / (A + B) ≤ x₂ - x₁ ∧ x₂ - x₁ ≤ (D₂ - D₁) / (a + b) := by
  have hx := (hammond_order h h₁ h₂).2 hD
  have e₁ : f x₁ = g x₁ + D₁ := h₁
  have e₂ : f x₂ = g x₂ + D₂ := h₂
  have kf := secant_bounds h.f_diff h.f_lower h.f_upper hx.le
  have kg := product_fall h hx.le
  have ha := h.a_pos
  have hb := h.b_pos
  have hAB : 0 < A + B := by
    linarith [h.f_lower 0, h.f_upper 0, h.g_lower 0, h.g_upper 0]
  constructor
  · rw [div_le_iff₀ hAB]
    linarith [kf.2, kg.2]
  · rw [le_div_iff₀ (add_pos ha hb)]
    linarith [kf.1, kg.1]
```

## How much of the reaction energy reaches the barrier

Write R = f(x₂) − f(x₁) for the rise of the reactant curve, S = g(x₁) − g(x₂) for the fall of the product curve, and L = x₂ − x₁ > 0. Then D₂ − D₁ = R + S, with

aL ≤ R ≤ AL and bL ≤ S ≤ BL.

After clearing positive denominators, the lower bound a/(a + B) ≤ R/(R + S) reduces to aS ≤ BR. This holds because

aS ≤ aBL ≤ BR.

The upper bound R/(R + S) ≤ A/(A + b) reduces to bR ≤ AS, which holds because

bR ≤ AbL ≤ AS.

In the proof, `split` is the identity D₂ − D₁ = R + S, the lemma `div_le_div_iff₀` clears the denominators, and `p1` and `p2` are the two halves of each chain.

```lean
/-- Raising the product curve from `D₁` to `D₂` moves the crossing point forward, and the ratio
of the change in crossing energy to the change in reaction energy lies between `a / (a + B)`
and `A / (A + b)`. -/
theorem bell_evans_polanyi (h : SlopeBounds f g a A b B) {D₁ D₂ x₁ x₂ : ℝ}
    (h₁ : IsCrossing f g D₁ x₁) (h₂ : IsCrossing f g D₂ x₂) (hD : D₁ < D₂) :
    x₁ < x₂ ∧ a / (a + B) ≤ (f x₂ - f x₁) / (D₂ - D₁) ∧
      (f x₂ - f x₁) / (D₂ - D₁) ≤ A / (A + b) := by
  have hx := (hammond_order h h₁ h₂).2 hD
  have e₁ : f x₁ = g x₁ + D₁ := h₁
  have e₂ : f x₂ = g x₂ + D₂ := h₂
  have kf := secant_bounds h.f_diff h.f_lower h.f_upper hx.le
  have kg := product_fall h hx.le
  have ha := h.a_pos
  have hb := h.b_pos
  have hA : 0 < A := by linarith [h.f_lower 0, h.f_upper 0]
  have hB : 0 < B := by linarith [h.g_lower 0, h.g_upper 0]
  -- the energy shift is the rise of f plus the fall of g
  have split : D₂ - D₁ = (f x₂ - f x₁) + (g x₁ - g x₂) := by linarith
  refine ⟨hx, ?_, ?_⟩
  · rw [div_le_div_iff₀ (add_pos ha hB) (sub_pos.2 hD), split]
    have p1 := mul_le_mul_of_nonneg_left kg.2 ha.le
    have p2 := mul_le_mul_of_nonneg_left kf.1 hB.le
    linarith
  · rw [div_le_div_iff₀ (sub_pos.2 hD) (add_pos hA hb), split]
    have p1 := mul_le_mul_of_nonneg_left kf.2 hb.le
    have p2 := mul_le_mul_of_nonneg_left kg.1 hA.le
    linarith
```

Both bounds lie strictly between 0 and 1, so the barrier rises with the reaction energy but by less than the full change. Electronic-structure studies often estimate barriers from reaction energies by a linear relation; for this uncoupled one-dimensional model, the theorem limits the slope between any two reactions that differ only in D.

## Straight lines attain both bounds

Let f(x) = px and g(x) = −qx, with p in [a, A] and q in [b, B], where a and b are positive as before. The crossing equation px = −qx + D gives

x = D/(p + q), f(x) = pD/(p + q),

so the ratio of energy changes is exactly p/(p + q). Choosing p = a and q = B attains the lower bound, and p = A and q = b attains the upper one. The constants in the inequality therefore can't be improved without further information about the curves.

The first half of the theorem checks that these lines satisfy `SlopeBounds`. The second obtains the ratio by multiplying out the denominators and taking p times the difference of the two crossing equations.

```lean
/-- Straight lines of slopes `p` in `[a, A]` and `-q` with `q` in `[b, B]` satisfy the slope
bounds, and for them the ratio of energy changes is exactly `p / (p + q)`. -/
theorem straight_lines_witness {p q : ℝ} (ha : 0 < a) (hb : 0 < b)
    (hp : p ∈ Icc a A) (hq : q ∈ Icc b B) :
    SlopeBounds (fun x => p * x) (fun x => -q * x) a A b B ∧
      ∀ D₁ D₂ x₁ x₂ : ℝ, IsCrossing (fun x => p * x) (fun x => -q * x) D₁ x₁ →
        IsCrossing (fun x => p * x) (fun x => -q * x) D₂ x₂ → D₁ < D₂ →
        (p * x₂ - p * x₁) / (D₂ - D₁) = p / (p + q) := by
  have lin : ∀ c x : ℝ, HasDerivAt (fun y : ℝ => c * y) c x := fun c x => by
    simpa using (hasDerivAt_id x).const_mul c
  constructor
  · refine ⟨fun x => (lin p x).differentiableAt, fun x => (lin (-q) x).differentiableAt,
      ha, hb, fun x => ?_, fun x => ?_, fun x => ?_, fun x => ?_⟩
    · rw [(lin p x).deriv]; exact hp.1
    · rw [(lin p x).deriv]; exact hp.2
    · rw [(lin (-q) x).deriv, neg_neg]; exact hq.1
    · rw [(lin (-q) x).deriv, neg_neg]; exact hq.2
  · intro D₁ D₂ x₁ x₂ h₁ h₂ hD
    have e₁ : p * x₁ = -q * x₁ + D₁ := h₁
    have e₂ : p * x₂ = -q * x₂ + D₂ := h₂
    have hpq : 0 < p + q := by linarith [hp.1, hq.1]
    rw [div_eq_div_iff (sub_pos.2 hD).ne' hpq.ne']
    linear_combination p * e₂ - p * e₁
```

## The local slope for curved profiles

For straight lines the crossing energy is linear in D. For general curves it need not be, but it still has a definite slope at each D. Let X(D) be the crossing point at shift D, so that

G(X(D)) = D.

The function X is monotone, by the ordering of the crossings. It also reaches every point y, since y is the crossing for D = f(y) − g(y) and crossings are unique. A monotone function from the real line onto itself has no jumps, so X is continuous. The derivative of G at the crossing is f′ − g′ ≥ a + b > 0, and the inverse-function rule gives

X′(D) = 1/(f′(X(D)) − g′(X(D))).

The chain rule then yields

d f(X(D))/dD = f′(X(D))/(f′(X(D)) − g′(X(D))).

Because g′ is negative, this is the reactant slope divided by the sum of the two steepnesses, the same form as p/(p + q). The hypothesis `hX` says that `X D` is a crossing for every `D`. In the proof, `mono`, `surj` and `cont` follow the continuity argument, and `HasDerivAt.of_local_left_inverse` is the inverse-function rule. It uses the continuity of X and needs no continuity of f′ or g′.

```lean
/-- If `X D` is the crossing point at energy shift `D`, the crossing energy `f (X D)` has
derivative `f' / (f' - g')` with respect to `D`, the slopes being taken at the crossing. -/
theorem crossing_energy_hasDerivAt (h : SlopeBounds f g a A b B) {X : ℝ → ℝ}
    (hX : ∀ D, IsCrossing f g D (X D)) (D : ℝ) :
    HasDerivAt (fun E => f (X E))
      (deriv f (X D) / (deriv f (X D) - deriv g (X D))) D := by
  -- X is monotone and onto, hence continuous
  have mono : Monotone X := by
    intro D₁ D₂ hD
    by_contra hn
    exact absurd ((hammond_order h (hX D₂) (hX D₁)).1 (not_le.1 hn)) (not_lt.2 hD)
  have surj : Function.Surjective X := by
    intro y
    have hy : IsCrossing f g (f y - g y) y := by
      unfold IsCrossing
      ring
    exact ⟨f y - g y, (existsUnique_crossing h (f y - g y)).unique (hX _) hy⟩
  have cont : Continuous X := mono.continuous_of_surjective surj
  have hgap : HasDerivAt (fun x => f x - g x) (deriv f (X D) - deriv g (X D)) (X D) :=
    (h.f_diff (X D)).hasDerivAt.fun_sub (h.g_diff (X D)).hasDerivAt
  have hne : deriv f (X D) - deriv g (X D) ≠ 0 := by
    have := h.a_pos
    have := h.b_pos
    have := h.f_lower (X D)
    have := h.g_lower (X D)
    exact ne_of_gt (by linarith)
  -- X inverts the energy gap f - g
  have hinv : ∀ᶠ E in 𝓝 D, (fun x => f x - g x) (X E) = E :=
    Eventually.of_forall fun E => by
      have e : f (X E) = g (X E) + E := hX E
      change f (X E) - g (X E) = E
      linarith
  have hXd := HasDerivAt.of_local_left_inverse cont.continuousAt hgap hne hinv
  rw [div_eq_mul_inv]
  exact HasDerivAt.comp D (h.f_diff (X D)).hasDerivAt hXd

end HammondBellEvansPolanyi
```

```lean
#print axioms HammondBellEvansPolanyi.hammond_shift
#print axioms HammondBellEvansPolanyi.bell_evans_polanyi
#print axioms HammondBellEvansPolanyi.crossing_energy_hasDerivAt
```

```
'HammondBellEvansPolanyi.hammond_shift' depends on axioms: [propext, Classical.choice, Quot.sound]
'HammondBellEvansPolanyi.bell_evans_polanyi' depends on axioms: [propext, Classical.choice, Quot.sound]
'HammondBellEvansPolanyi.crossing_energy_hasDerivAt' depends on axioms: [propext, Classical.choice, Quot.sound]
```
